# A residual bound on the second-order energy error at a gapped lowest level with overlap

Let H be a Hermitian Hamiltonian matrix and S a positive definite overlap matrix in a finite basis. The bracket ⟨x,y⟩ = Σᵢ xᵢ* yᵢ is conjugate-linear in its first entry. The vector u is the lowest eigenvector, with energy e:

H u = e S u,  ⟨u,Su⟩ = 1.

The number g > 0 is a lower bound on the distance from e to the next level. The vector b is the source term produced by a perturbation, with ⟨u,b⟩ = 0. For a trial first-order response x, define

A = H − eS

r = A x + b

J(x) = ⟨x,Ax⟩ + 2 Re⟨x,b⟩.

Many solvers define the residual with the opposite sign, which leaves the bound below unchanged.

## How far an unconverged response lies above the minimum

The Sternheimer equation A x = −b gives the first-order change of the orbital, up to a multiple of u. An iterative solver stops before r vanishes, and the second-order energy inherits an error. Under the conditions above, J has a minimum E₂, and every trial x satisfies

0 ≤ J(x) − E₂ ≤ ⟨r,S⁻¹r⟩ / g.

An unconverged response therefore never gives too low a value of J. The trial need not be S-orthogonal to u.

## Stopping a Sternheimer solver in a PAW or ultrasoft code

In density-functional perturbation theory with PAW or ultrasoft potentials, the result turns a solver's residual into a bound on the energy error for a single lowest level in a finite basis with b held fixed.

For Hermitian matrices H + λH′ and S + λS′ with real λ, the source is

b = (H′ − eS′ − e₁S) u,  e₁ = ⟨u,(H′ − eS′)u⟩,

so ⟨u,b⟩ = 0. At order λ the perturbed eigenvalue equation reads A x + b = 0, with x the first-order change of u. At order λ², its bracket with u gives the energy coefficient ⟨b,x⟩ − e₁⟨u,S′u⟩. Since ⟨x,Ax⟩ = −⟨x,b⟩, the number ⟨b,x⟩ is real and equals J(x) = E₂. The minimum E₂ is thus the response part of the λ² coefficient of the energy. If S′ is nonzero, the explicit term −e₁⟨u,S′u⟩ is added to it. Displacing an atom generally changes H and S at order λ² as well. This adds further explicit terms, which contain u but not x, and leaves b and E₂ unchanged.

The solver already holds x and r. One further solve, S s = r, gives the numerator as ⟨r,s⟩. Reducing r by a factor of 10 reduces the bound by a factor of 100. This applies to J(x) itself. The shorter expression Re⟨x,b⟩ equals E₂ at the solution, but its error is in general linear in the error of x.

As an algebraic example, take two orbitals with zero site energies, coupling 1 and overlap 1/2. The sign of the coupling is chosen for simple numbers: in an ordinary bond with positive overlap and zero site energies it would be negative, and the sum of the orbitals would be lowest. Then e = −2, u = (1,−1) and g = 8/3. Site energies of +λ and −λ give b = (1,1). Starting from x = 0, the solver has r = b and J = 0. The bound is (4/3)/(8/3) = 1/2, and the minimum is E₂ = −1/2, so here the bound is attained.

## Completing the square in the overlap metric

Since A is Hermitian and Au = 0, we have ⟨u,Av⟩ = 0 for every v. Expanding J about x gives

J(x+d) = J(x) + 2 Re⟨d,r⟩ + ⟨d,Ad⟩.

Let z be any other trial. Split the difference as

z − x = w + c u,  c = ⟨u,S(z−x)⟩.

Then ⟨u,Sw⟩ = c − c⟨u,Su⟩ = 0. Adding c u to x + w changes J by

2 Re(c*⟨u,A(x+w)+b⟩) + |c|²⟨u,Au⟩ = 0,

so J(z) = J(x+w). On vectors S-orthogonal to u, the gap gives ⟨w,Aw⟩ ≥ g⟨w,Sw⟩. Hence

J(x) − J(z) = −2 Re⟨w,r⟩ − ⟨w,Aw⟩ ≤ −2 Re⟨w,r⟩ − g⟨w,Sw⟩.

With s = S⁻¹r, positivity of S gives

0 ≤ ⟨s+gw,S(s+gw)⟩ = ⟨r,S⁻¹r⟩ + 2g Re⟨w,r⟩ + g²⟨w,Sw⟩.

Dividing by g and rearranging bounds the previous right-hand side:

J(x) − J(z) ≤ ⟨r,S⁻¹r⟩ / g for all x and z.

It remains to find a minimiser. Define

T x = A x + ⟨u,Sx⟩ S u.

Taking the bracket with u gives ⟨u,Tx⟩ = ⟨u,Sx⟩. If T x = 0, then ⟨u,Sx⟩ = 0 and A x = 0. The gap then gives g⟨x,Sx⟩ ≤ 0, so x = 0. Thus T is injective and, in finite dimension, surjective. Choose y with T y = −b. Then ⟨u,Sy⟩ = −⟨u,b⟩ = 0, and so A y = −b.

The residual of y is zero, and the inequality for the pair y, z reads J(y) ≤ J(z). Therefore E₂ = J(y) is the minimum, and setting z = y gives the stated bound for every x.

## The Lean file

```lean
import Mathlib

open Matrix
open scoped ComplexOrder

namespace SternheimerResidual

variable {n : Type*} [Fintype n] {H S M : Matrix n n ℂ} {e g : ℝ} {u b : n → ℂ}

/-- The real part of the expectation value `⟨x, M x⟩`. -/
def expect (M : Matrix n n ℂ) (x : n → ℂ) : ℝ := (star x ⬝ᵥ M *ᵥ x).re

/-- The Sternheimer operator `H - e S`. -/
def shifted (H S : Matrix n n ℂ) (e : ℝ) : Matrix n n ℂ := H - (e : ℂ) • S

/-- The residual `(H - e S) x + b` of a trial response `x`. -/
def residual (H S : Matrix n n ℂ) (e : ℝ) (b x : n → ℂ) : n → ℂ := shifted H S e *ᵥ x + b

/-- The second-order functional `J(x) = Re ⟨x, (H - e S) x⟩ + 2 Re ⟨x, b⟩`; the first real part is
redundant for Hermitian `H` and `S`. -/
def energy (H S : Matrix n n ℂ) (e : ℝ) (b x : n → ℂ) : ℝ :=
  expect (shifted H S e) x + 2 * (star x ⬝ᵥ b).re

/-- `u` is an S-normalised eigenvector at level `e`, separated by a gap `g > 0`:
`Re ⟨x, (H - e S) x⟩ ≥ g Re ⟨x, S x⟩` for every `x` that is S-orthogonal to `u`. -/
structure IsGappedLevel (H S : Matrix n n ℂ) (e g : ℝ) (u : n → ℂ) : Prop where
  eigen : H *ᵥ u = (e : ℂ) • (S *ᵥ u)
  normalized : star u ⬝ᵥ S *ᵥ u = 1
  gap_pos : 0 < g
  gap : ∀ x, star u ⬝ᵥ S *ᵥ x = 0 → g * expect S x ≤ expect (shifted H S e) x

/-- Matrix elements of a Hermitian operator satisfy `⟨x, M y⟩ = ⟨y, M x⟩*`. -/
theorem bracket_swap (hM : M.IsHermitian) (x y : n → ℂ) :
    star x ⬝ᵥ M *ᵥ y = star (star y ⬝ᵥ M *ᵥ x) := by
  rw [Matrix.star_dotProduct, Matrix.star_mulVec, hM.eq, ← Matrix.dotProduct_mulVec]

omit [Fintype n] in
/-- For Hermitian `H` and `S` and real `e`, the operator `H - e S` is Hermitian. -/
theorem shifted_isHermitian (hH : H.IsHermitian) (hS : S.IsHermitian) (e : ℝ) :
    (shifted H S e).IsHermitian := by
  unfold shifted Matrix.IsHermitian
  rw [conjTranspose_sub, conjTranspose_smul, hH.eq, hS.eq, Complex.star_def,
    Complex.conj_ofReal]

/-- For Hermitian `H` and `S`, the range of `H - e S` is orthogonal to the eigenvector `u`. -/
theorem ground_orthogonal (hH : H.IsHermitian) (hS : S.IsHermitian)
    (hu : IsGappedLevel H S e g u) (v : n → ℂ) : star u ⬝ᵥ shifted H S e *ᵥ v = 0 := by
  rw [bracket_swap (shifted_isHermitian hH hS e) u v, shifted, sub_mulVec, smul_mulVec,
    hu.eigen, sub_self, dotProduct_zero, star_zero]

/-- Expansion of the expectation value of a Hermitian operator about `x`. -/
theorem expect_add (hM : M.IsHermitian) (x d : n → ℂ) :
    expect M (x + d) = expect M x + 2 * (star d ⬝ᵥ M *ᵥ x).re + expect M d := by
  have h := congrArg Complex.re (bracket_swap hM x d)
  simp only [Complex.star_def, Complex.conj_re] at h
  simp only [expect, star_add, mulVec_add, add_dotProduct, dotProduct_add, Complex.add_re]
  linarith

/-- For Hermitian `H` and `S`, the expansion of `J` about `x` has the linear term `2 Re ⟨d, r⟩`,
with `r` the residual of `x`, and the quadratic term `Re ⟨d, (H - e S) d⟩`. -/
theorem energy_add (hH : H.IsHermitian) (hS : S.IsHermitian) (x d : n → ℂ) :
    energy H S e b (x + d) = energy H S e b x +
      2 * (star d ⬝ᵥ residual H S e b x).re + expect (shifted H S e) d := by
  simp only [energy, residual, expect_add (shifted_isHermitian hH hS e) x d, star_add,
    add_dotProduct, dotProduct_add, Complex.add_re]
  ring

/-- For Hermitian `H`, positive definite `S`, a gapped level and `⟨u, b⟩ = 0`, no trial `z` lies
below a trial `x` by more than `⟨r, S⁻¹ r⟩ / g`, with `r` the residual of `x`. -/
theorem energy_sub_le [DecidableEq n] (hH : H.IsHermitian) (hS : S.PosDef)
    (hu : IsGappedLevel H S e g u) (hb : star u ⬝ᵥ b = 0) (x z : n → ℂ) :
    energy H S e b x - energy H S e b z ≤ expect S⁻¹ (residual H S e b x) / g := by
  -- split off the component of `z - x` along `u`, which does not change the energy
  obtain ⟨w, c, hw, rfl⟩ : ∃ (w : n → ℂ) (c : ℂ), star u ⬝ᵥ S *ᵥ w = 0 ∧ z = x + w + c • u := by
    refine ⟨z - x - (star u ⬝ᵥ S *ᵥ (z - x)) • u, star u ⬝ᵥ S *ᵥ (z - x), ?_, by abel⟩
    rw [mulVec_sub S (z - x), mulVec_smul, dotProduct_sub, dotProduct_smul, hu.normalized,
      smul_eq_mul, mul_one, sub_self]
  have h1 : ∀ v, star (c • u) ⬝ᵥ shifted H S e *ᵥ v = 0 := fun v => by
    rw [star_smul, smul_dotProduct, ground_orthogonal hH hS.isHermitian hu, smul_zero]
  have h2 : star (c • u) ⬝ᵥ b = 0 := by rw [star_smul, smul_dotProduct, hb, smul_zero]
  have hJ : energy H S e b (x + w + c • u) = energy H S e b (x + w) := by
    rw [energy_add hH hS.isHermitian (x + w) (c • u), residual, dotProduct_add, h1, h2,
      expect, h1]
    simp
  have h4 := energy_add (e := e) (b := b) hH hS.isHermitian x w
  -- complete the square in the metric `S`
  have hdet : IsUnit S.det := (Matrix.isUnit_iff_isUnit_det S).1 hS.isUnit
  generalize residual H S e b x = r at *
  have hSs : S *ᵥ (S⁻¹ *ᵥ r) = r := by
    rw [mulVec_mulVec, mul_nonsing_inv _ hdet, one_mulVec]
  have hr : expect S⁻¹ r = expect S (S⁻¹ *ᵥ r) := by
    unfold expect
    rw [hSs, Matrix.star_dotProduct, Complex.star_def, Complex.conj_re]
  have h5 : expect S ((g : ℂ) • w) = g ^ 2 * expect S w := by
    simp only [expect, star_smul, mulVec_smul, smul_dotProduct, dotProduct_smul, smul_eq_mul,
      Complex.star_def, Complex.conj_ofReal, Complex.re_ofReal_mul]
    ring
  have h6 : 0 ≤ expect S (S⁻¹ *ᵥ r + (g : ℂ) • w) :=
    (Complex.le_def.1 (hS.posSemidef.dotProduct_mulVec_nonneg _)).1
  rw [expect_add hS.isHermitian, hSs, h5, star_smul, smul_dotProduct, smul_eq_mul,
    Complex.star_def, Complex.conj_ofReal, Complex.re_ofReal_mul] at h6
  have h7 := mul_le_mul_of_nonneg_left (hu.gap w hw) hu.gap_pos.le
  rw [le_div_iff₀ hu.gap_pos, hJ, h4, hr]
  nlinarith [h6, h7]

/-- For Hermitian `H`, positive definite `S`, a gapped level and `⟨u, b⟩ = 0`, the Sternheimer
equation `(H - e S) y = -b` has a solution S-orthogonal to `u`. -/
theorem exists_sternheimer_solution (hH : H.IsHermitian) (hS : S.PosDef)
    (hu : IsGappedLevel H S e g u) (hb : star u ⬝ᵥ b = 0) :
    ∃ y, residual H S e b y = 0 ∧ star u ⬝ᵥ S *ᵥ y = 0 := by
  -- adding the rank-one term `⟨u, S x⟩ S u` makes the operator injective, hence surjective
  let T : (n → ℂ) →ₗ[ℂ] (n → ℂ) :=
    { toFun := fun x => shifted H S e *ᵥ x + (star u ⬝ᵥ S *ᵥ x) • (S *ᵥ u)
      map_add' := by
        intro x y
        simp only [mulVec_add, dotProduct_add, add_smul]
        abel
      map_smul' := by
        intro a x
        simp only [mulVec_smul, dotProduct_smul, smul_eq_mul, mul_smul, smul_add,
          RingHom.id_apply] }
  have hT : ∀ x, T x = shifted H S e *ᵥ x + (star u ⬝ᵥ S *ᵥ x) • (S *ᵥ u) := fun _ => rfl
  have key : ∀ x, star u ⬝ᵥ T x = star u ⬝ᵥ S *ᵥ x := fun x => by
    rw [hT, dotProduct_add, ground_orthogonal hH hS.isHermitian hu, dotProduct_smul,
      hu.normalized, smul_eq_mul, mul_one, zero_add]
  have inj : Function.Injective T := (injective_iff_map_eq_zero T).2 fun x hx => by
    have h0 : star u ⬝ᵥ S *ᵥ x = 0 := by rw [← key, hx, dotProduct_zero]
    rw [hT, h0, zero_smul, add_zero] at hx
    have h := hu.gap x h0
    rw [expect.eq_1 (shifted H S e), hx, dotProduct_zero, Complex.zero_re] at h
    by_contra hx0
    have hp : 0 < expect S x := (Complex.lt_def.1 (hS.dotProduct_mulVec_pos hx0)).1
    linarith [mul_pos hu.gap_pos hp]
  obtain ⟨y, hy⟩ := LinearMap.injective_iff_surjective.1 inj (-b)
  have h0 : star u ⬝ᵥ S *ᵥ y = 0 := by rw [← key, hy, dotProduct_neg, hb, neg_zero]
  rw [hT, h0, zero_smul, add_zero] at hy
  exact ⟨y, by rw [residual, hy, neg_add_cancel], h0⟩

/-- For Hermitian `H`, positive definite `S`, a gapped level and `⟨u, b⟩ = 0`, the functional `J`
has a minimum `E₂`, and any trial response overestimates it by at most `⟨r, S⁻¹ r⟩ / g`. -/
theorem second_order_energy_error [DecidableEq n] (hH : H.IsHermitian) (hS : S.PosDef)
    (hu : IsGappedLevel H S e g u) (hb : star u ⬝ᵥ b = 0) :
    ∃ E₂ : ℝ, IsLeast (Set.range (energy H S e b)) E₂ ∧
      ∀ x, 0 ≤ energy H S e b x - E₂ ∧
        energy H S e b x - E₂ ≤ expect S⁻¹ (residual H S e b x) / g := by
  obtain ⟨y, hy, -⟩ := exists_sternheimer_solution hH hS hu hb
  -- the bound at zero residual says that `y` is a minimiser
  have hmin : ∀ z, energy H S e b y ≤ energy H S e b z := by
    intro z
    have h := energy_sub_le hH hS hu hb y z
    have h0 : expect S⁻¹ (0 : n → ℂ) = 0 := by simp [expect]
    rw [hy, h0, zero_div] at h
    linarith
  refine ⟨energy H S e b y, ⟨⟨y, rfl⟩, ?_⟩, fun x =>
    ⟨sub_nonneg.2 (hmin x), energy_sub_le hH hS hu hb x y⟩⟩
  rintro _ ⟨z, rfl⟩
  exact hmin z

/-- Two orbitals with zero site energies, overlap `1/2` and unit coupling have a gapped level
`e = -2` with gap `8/3` and eigenvector `(1, -1)`; `H` is Hermitian and `S` positive definite. -/
theorem isGappedLevel_witness :
    (!![0, 1; 1, 0] : Matrix (Fin 2) (Fin 2) ℂ).IsHermitian ∧
    (!![1, 1/2; 1/2, 1] : Matrix (Fin 2) (Fin 2) ℂ).PosDef ∧
    IsGappedLevel !![0, 1; 1, 0] !![1, 1/2; 1/2, 1] (-2) (8/3) ![1, -1] := by
  refine ⟨?_, posDef_iff_dotProduct_mulVec.2 ⟨?_, ?_⟩, ?_, ?_, by norm_num, ?_⟩
  · ext i j
    fin_cases i <;> fin_cases j <;> simp
  · ext i j
    fin_cases i <;> fin_cases j <;> simp
  · intro x hx
    -- the overlap form is a sum of three squares
    have h : star x ⬝ᵥ (!![1, 1/2; 1/2, 1] : Matrix (Fin 2) (Fin 2) ℂ) *ᵥ x =
        (((Complex.normSq (x 0) + Complex.normSq (x 1) +
          Complex.normSq (x 0 + x 1)) / 2 : ℝ) : ℂ) := by
      push_cast
      simp only [← Complex.mul_conj, map_add]
      simp [mulVec, dotProduct, Fin.sum_univ_succ]
      ring
    rw [h]
    refine Complex.zero_lt_real.2 ?_
    have h0 := Complex.normSq_nonneg (x 0)
    have h1 := Complex.normSq_nonneg (x 1)
    have h2 := Complex.normSq_nonneg (x 0 + x 1)
    by_contra hn
    apply hx
    have e0 : x 0 = 0 := Complex.normSq_eq_zero.1 (by linarith)
    have e1 : x 1 = 0 := Complex.normSq_eq_zero.1 (by linarith)
    ext i
    fin_cases i <;> simp [e0, e1]
  · ext i
    fin_cases i <;> simp [mulVec, dotProduct, Fin.sum_univ_succ] <;> norm_num
  · simp [mulVec, dotProduct, Fin.sum_univ_succ]
    norm_num
  · intro x h0
    simp [mulVec, dotProduct, Fin.sum_univ_succ] at h0
    have h01 : x 0 = x 1 := by linear_combination 2 * h0
    have hq : ∀ a b c d : ℂ, star x ⬝ᵥ !![a, b; c, d] *ᵥ x =
        star (x 0) * (a * x 0 + b * x 1) + star (x 1) * (c * x 0 + d * x 1) := by
      intro a b c d
      simp [mulVec, dotProduct, Fin.sum_univ_succ]
    have hA : shifted !![0, 1; 1, 0] !![1, 1/2; 1/2, 1] (-2) = !![2, 2; 2, 2] := by
      ext i j
      fin_cases i <;> fin_cases j <;> simp [shifted] <;> norm_num
    unfold expect
    rw [hA, hq, hq, h01, ← Complex.re_ofReal_mul]
    refine le_of_eq (congrArg Complex.re ?_)
    push_cast
    ring

end SternheimerResidual
```

```lean
#print axioms SternheimerResidual.second_order_energy_error
-- 'SternheimerResidual.second_order_energy_error' depends on axioms: [propext, Classical.choice, Quot.sound]
```

## What the theorem assumes and concludes

The main theorem is `second_order_energy_error`. The index type `n` labels the basis functions, and `star x ⬝ᵥ y` is ⟨x,y⟩. The correspondence with the formulas is:

- `shifted H S e` is A, and `residual H S e b x` is r.
- `energy H S e b x` is J(x), not a total energy.
- `expect M x` is the real part of ⟨x,Mx⟩, without division by a norm.

The hypotheses `hH` and `hS` say that H is Hermitian and S positive definite, and `hb` is ⟨u,b⟩ = 0. The structure `IsGappedLevel` holds the eigenvalue equation, the S-normalisation, g > 0 and the inequality

g⟨x,Sx⟩ ≤ ⟨x,Ax⟩ whenever ⟨u,Sx⟩ = 0.

This inequality is the physical statement that e is the lowest level, is nondegenerate and is separated from the rest by at least g. It is assumed in this variational form and not derived from a list of eigenvalues. With a single basis function there is no next level, and any positive g is allowed.

In the conclusion, `IsLeast (Set.range (energy H S e b)) E₂` says that E₂ is attained and that no trial lies below it. The two inequalities then hold for every `x`.

## From the expansion of J to the minimum

`bracket_swap` and `shifted_isHermitian` supply the Hermitian symmetry, and `ground_orthogonal` gives ⟨u,Av⟩ = 0. `expect_add` expands a quadratic form, and `energy_add` applies it to J.

`energy_sub_le` is the comparison of two trials. Its `obtain` step splits z − x into w + c u, and `hJ` removes the u component. The positive square is `h6`, and the gap inequality multiplied by g is `h7`. The final `nlinarith` combines them.

`exists_sternheimer_solution` builds `T`, proves it injective and uses `LinearMap.injective_iff_surjective` to obtain y. The main theorem inserts the zero residual of y into `energy_sub_le`.

`isGappedLevel_witness` verifies the matrix and gap conditions for the two-orbital example. It writes the overlap form as

(|x₀|² + |x₁|² + |x₀+x₁|²)/2,

which is positive for x ≠ 0. S-orthogonality to u forces x₀ = x₁, and both sides of the gap inequality then equal 8|x₀|².

## Where the guarantee ends for a production calculation

Applying the theorem to a real calculation uses the identification of E₂ with the response part of a perturbed level's energy. The perturbation expansion given earlier supplies it and, like the response numbers of the two-orbital example, is explanation and not part of the Lean result.

The source b is fixed. In a self-consistent calculation it changes with the response density, and the bound then concerns one inner solve at the current b. Basis-set error and floating-point rounding are absent from the model.

The level must be the lowest one. If an eigenvector lies below e, J decreases without limit along it and has no minimum. Codes that treat several occupied levels restrict the response or shift the occupied states, which changes the problem from the one stated here. Likewise, if ⟨u,b⟩ ≠ 0, J is linear and unbounded along u.

The value of g must also be a true lower bound on the gap. An estimate that is too large can make the computed error bound too small.
